# From zero amplitude, the critical one-pair ring CCD iteration that divides by the full diagonal element has an error that falls as 2/n

An iterative amplitude solver is often stopped when the amplitude no longer changes much. At the onset of an instability of the random-phase approximation (RPA), where an excitation energy vanishes, this test can mislead. In the one-pair model below, at its critical coupling, an update that changes the amplitude by only $5\times10^{-9}$ leaves an error of about $10^{-4}$, and reaching that point from zero amplitude takes about 20,000 updates. A user who takes the last change as an estimate of the error would make it too small by a factor of about 20,000.

## The growth of the inverse error per update tends to one half

Let $a>0$ be the diagonal element of the one-pair RPA problem, $b$ its coupling and $t$ the ring coupled-cluster doubles (ring CCD) amplitude. The amplitude equation is
$$b+2at+bt^2=0 .$$
Solving for the linear term gives the update $t\mapsto -b(1+t^2)/(2a)$. The RPA excitation energy $\sqrt{a^2-b^2}$ vanishes at $b=\pm a$. We take the critical coupling $b=a$, where the two roots merge at $t=-1$; the case $b=-a$ follows by changing the sign of $t$. The update is then
$$t_{n+1}=-\tfrac12(1+t_n^2).$$

Write $u_n=1+t_n$ for the error. Substituting $t_n=u_n-1$ gives
$$u_{n+1}=1-\tfrac12(2-2u_n+u_n^2)=u_n-\tfrac12u_n^2=\tfrac12u_n(2-u_n).$$
If $|t_0|<1$, then $0<u_0<2$. The product form keeps $u_{n+1}$ positive and the difference form keeps it below $u_n$, so $0<u_n<2$ for all $n$. Taking the inverse and splitting into partial fractions,
$$\frac1{u_{n+1}}=\frac{2}{u_n(2-u_n)}=\frac1{u_n}+\frac1{2-u_n}=\frac1{u_n}+\frac1{1-t_n}.$$

Each increment exceeds $1/2$, and so does $1/u_0$. Hence $1/u_n>(n+1)/2$, that is, $u_n<2/(n+1)$, and $t_n\to-1$. The increments therefore tend to $1/2$. Summing them and dividing by $n\ge1$,
$$\frac1{nu_n}=\frac1{nu_0}+\frac1n\sum_{i=0}^{n-1}\frac1{1-t_i}\longrightarrow\frac12,$$
because the averages of a convergent sequence have the same limit. Thus $n(1+t_n)\to2$.

Two consequences follow. The error ratio $u_{n+1}/u_n=1-u_n/2$ tends to 1, so convergence is sublinear. With correlation energy $E(t)=bt/2$ and $b=a$, we get $n[E(t_n)-E(-1)]=\tfrac a2\,nu_n\to a$.

For other starts, $|t_0|=1$ gives $t_1=-1$, which is a fixed point. If $|t_0|>1$, then $t_1<-1$, and $t_{n+1}=t_n-u_n^2/2\le t_n$ rules out a return to $-1$.

## The update and energy as real functions

In Lean 4 with Mathlib:

```lean
import Mathlib

open Filter Topology

namespace CriticalRingCCD

noncomputable section
```

The parameters and amplitudes are real numbers in exact arithmetic. The model has one pair and an undamped update that divides by the full diagonal element $a$, not by an orbital-energy difference alone; neither many-pair amplitude matrices nor convergence acceleration is covered.

```lean
/-- One update of the one-pair ring CCD amplitude equation `b + 2 a t + b t² = 0`,
solved for the term linear in `t`. -/
def ringStep (a b t : ℝ) : ℝ := -(b * (1 + t ^ 2)) / (2 * a)

/-- The ring CCD amplitude after `n` updates, starting from the amplitude `t₀`. -/
def ringIter (a b t₀ : ℝ) : ℕ → ℝ
  | 0 => t₀
  | n + 1 => ringStep a b (ringIter a b t₀ n)
```

In `ringIter a b t₀ n`, the last argument counts updates, so $n=0$ returns the start. Writing `ringIter a a t₀` imposes the critical coupling; every theorem about `ringIter` below assumes it, even where its docstring does not repeat it.

```lean
/-- The one-pair ring CCD correlation energy, half the coupling times the amplitude. -/
def ringEnergy (b t : ℝ) : ℝ := b * t / 2
```

The energy expression is taken as a definition, not derived from a Hamiltonian. Its factor one half is that of direct ring CCD, where the integrals are not antisymmetrised; there $a-b$ is the orbital-energy gap, so $b=a$ means that the gap has closed. With antisymmetrised integrals the usual factor is one quarter, and the limit of $n$ times the energy error is then $a/2$ instead of $a$.

## Error recursion and bounds

```lean
variable {a t₀ : ℝ}

/-- At critical coupling the error `1 + t` loses half its square in each update. -/
theorem critical_error_step (ha : 0 < a) (t₀ : ℝ) (n : ℕ) :
    1 + ringIter a a t₀ (n + 1)
      = (1 + ringIter a a t₀ n) - (1 + ringIter a a t₀ n) ^ 2 / 2 := by
  have h (t : ℝ) : ringStep a a t = -(1 + t ^ 2) / 2 := by
    unfold ringStep
    rw [div_eq_div_iff (by positivity) (by norm_num)]
    ring
  change 1 + ringStep a a (ringIter a a t₀ n) = _
  rw [h]
  ring
```

The hypothesis `ha : 0 < a` permits cancellation of $a$; `ring` then checks the remaining polynomial identity.

```lean
/-- For a starting amplitude of modulus below one, the error stays strictly between 0 and 2. -/
theorem critical_error_mem (ha : 0 < a) (h : |t₀| < 1) (n : ℕ) :
    0 < 1 + ringIter a a t₀ n ∧ 1 + ringIter a a t₀ n < 2 := by
  induction n with
  | zero =>
    have h' := abs_lt.mp h
    change 0 < 1 + t₀ ∧ 1 + t₀ < 2
    constructor <;> linarith [h'.1, h'.2]
  | succ n ih =>
    obtain ⟨h1, h2⟩ := ih
    rw [critical_error_step ha]
    constructor
    · nlinarith [mul_pos h1 (sub_pos.2 h2)]
    · nlinarith [sq_nonneg (1 + ringIter a a t₀ n)]
```

Induction carries both bounds on $u_n$. The positive product $u_n(2-u_n)$ supplies the lower one.

```lean
/-- At critical coupling, for a starting amplitude of modulus below one, an update of the amplitude
`t` raises the inverse error by exactly `1 / (1 - t)`. -/
theorem critical_inverse_step (ha : 0 < a) (h : |t₀| < 1) (n : ℕ) :
    1 / (1 + ringIter a a t₀ (n + 1))
      = 1 / (1 + ringIter a a t₀ n) + 1 / (1 - ringIter a a t₀ n) := by
  obtain ⟨h1, h2⟩ := critical_error_mem ha h n
  have h3 : 0 < 1 - ringIter a a t₀ n := by linarith
  have e : (1 + ringIter a a t₀ n) - (1 + ringIter a a t₀ n) ^ 2 / 2
      = (1 + ringIter a a t₀ n) * (1 - ringIter a a t₀ n) / 2 := by ring
  rw [critical_error_step ha, e, div_add_div _ _ h1.ne' h3.ne',
    div_eq_div_iff (half_pos (mul_pos h1 h3)).ne' (mul_pos h1 h3).ne']
  ring
```

The factorisation `e` precedes the partial-fraction identity, with the previous bounds making every denominator positive.

```lean
/-- After `n` updates the error is below `2 / (n + 1)`, for every starting amplitude of
modulus below one. -/
theorem critical_error_bound (ha : 0 < a) (h : |t₀| < 1) (n : ℕ) :
    1 + ringIter a a t₀ n < 2 / ((n : ℝ) + 1) := by
  -- each update adds more than 1/2 to the inverse error
  have key : ((n : ℝ) + 1) / 2 < 1 / (1 + ringIter a a t₀ n) := by
    induction n with
    | zero =>
      have hm := critical_error_mem ha h 0
      rw [lt_div_iff₀ hm.1]
      simp only [Nat.cast_zero]
      linarith [hm.2]
    | succ n ih =>
      obtain ⟨h1, h2⟩ := critical_error_mem ha h n
      have h3 : 1 / 2 < 1 / (1 - ringIter a a t₀ n) :=
        one_div_lt_one_div_of_lt (by linarith) (by linarith)
      rw [critical_inverse_step ha h]
      push_cast
      linarith
  rw [lt_div_iff₀ (critical_error_mem ha h n).1] at key
  rw [lt_div_iff₀ (by positivity)]
  nlinarith
```

The inner claim `key` is $(n+1)/2<1/u_n$, proved by adding one increment at a time.

```lean
/-- The error tends to zero for every starting amplitude of modulus below one. -/
theorem critical_error_tendsto_zero (ha : 0 < a) (h : |t₀| < 1) :
    Tendsto (fun n => 1 + ringIter a a t₀ n) atTop (𝓝 0) := by
  have hb := (tendsto_one_div_add_atTop_nhds_zero_nat :
    Tendsto (fun n : ℕ => 1 / ((n : ℝ) + 1)) atTop (𝓝 0)).const_mul 2
  rw [mul_zero] at hb
  refine squeeze_zero (fun n => (critical_error_mem ha h n).1.le) (fun n => ?_) hb
  rw [mul_one_div]
  exact (critical_error_bound ha h n).le
```

The error is squeezed between zero and $2/(n+1)$.

## The limit 2 and its consequences

```lean
/-- At critical coupling `a = b > 0`, the ring CCD iteration from any amplitude of modulus
below one approaches `-1` algebraically: `n (1 + t_n)` tends to 2. -/
theorem critical_algebraic_convergence (ha : 0 < a) (h : |t₀| < 1) :
    Tendsto (fun n : ℕ => (n : ℝ) * (1 + ringIter a a t₀ n)) atTop (𝓝 2) := by
  -- the increments of the inverse error tend to 1/2
  have h1 : Tendsto (fun n => 1 - ringIter a a t₀ n) atTop (𝓝 2) := by
    have h2 := (critical_error_tendsto_zero ha h).const_sub 2
    rw [sub_zero] at h2
    exact h2.congr (fun n => by ring)
  have hl : Tendsto (fun n => (1 - ringIter a a t₀ n)⁻¹) atTop (𝓝 (2 : ℝ)⁻¹) :=
    h1.inv₀ two_ne_zero
  -- their sum telescopes
  have hs (n : ℕ) : ∑ i ∈ Finset.range n, (1 - ringIter a a t₀ i)⁻¹
      = 1 / (1 + ringIter a a t₀ n) - 1 / (1 + ringIter a a t₀ 0) := by
    induction n with
    | zero => simp
    | succ n ih =>
      rw [Finset.sum_range_succ, ih, critical_inverse_step ha h]
      ring
  have hn := (tendsto_inv_atTop_zero.comp tendsto_natCast_atTop_atTop :
    Tendsto (fun n : ℕ => (n : ℝ)⁻¹) atTop (𝓝 0)).mul_const
      (1 / (1 + ringIter a a t₀ 0))
  -- the Cesàro mean of the increments gives the inverse of the claim
  have hc := hl.cesaro.add hn
  rw [zero_mul, add_zero] at hc
  have hinv : Tendsto (fun n : ℕ => ((n : ℝ) * (1 + ringIter a a t₀ n))⁻¹) atTop
      (𝓝 (2 : ℝ)⁻¹) := by
    refine hc.congr (fun n => ?_)
    change (n : ℝ)⁻¹ * ∑ i ∈ Finset.range n, (1 - ringIter a a t₀ i)⁻¹
      + (n : ℝ)⁻¹ * (1 / (1 + ringIter a a t₀ 0)) = _
    rw [hs, mul_inv]
    ring
  have hf := hinv.inv₀ (by norm_num)
  simpa only [inv_inv] using hf
```

`Tendsto … atTop (𝓝 2)` says that the sequence tends to 2 as $n\to\infty$. In the proof, `hl` is the limit of the increments, `hs` their telescoping sum, and `hl.cesaro` the limit of their averages. Inverting `hinv` gives the result.

```lean
/-- The iteration `t(0) = 0`, `t(n+1) = -(1 + t(n)²)/2` satisfies `n (1 + t(n)) → 2`. -/
theorem critical_from_zero (t : ℕ → ℝ) (h0 : t 0 = 0)
    (h : ∀ n, t (n + 1) = -(1 + t n ^ 2) / 2) :
    Tendsto (fun n : ℕ => (n : ℝ) * (1 + t n)) atTop (𝓝 2) := by
  have e (n : ℕ) : ringIter 1 1 0 n = t n := by
    induction n with
    | zero => exact h0.symm
    | succ n ih =>
      have s := critical_error_step (a := 1) one_pos 0 n
      rw [ih] at s
      rw [h]
      linarith
  exact (critical_algebraic_convergence (a := 1) (t₀ := 0) one_pos (by simp)).congr
    (fun n => by rw [e n])
```

This version takes any sequence that obeys the explicit recursion from zero and identifies it with `ringIter 1 1 0` by induction.

```lean
/-- At critical coupling, convergence from any starting amplitude of modulus below one is sublinear:
the ratio of successive errors tends to one. -/
theorem critical_error_ratio (ha : 0 < a) (h : |t₀| < 1) :
    Tendsto (fun n => (1 + ringIter a a t₀ (n + 1)) / (1 + ringIter a a t₀ n))
      atTop (𝓝 1) := by
  have h1 := ((critical_error_tendsto_zero ha h).div_const 2).const_sub 1
  rw [zero_div, sub_zero] at h1
  refine h1.congr (fun n => ?_)
  rw [eq_div_iff (critical_error_mem ha h n).1.ne', critical_error_step ha]
  ring
```

Dividing the error recursion by $u_n$ gives the ratio $1-u_n/2$.

```lean
/-- At critical coupling, for a starting amplitude of modulus below one, the correlation energy
approaches its value at `t = -1` with an error that, multiplied by `n`, tends to the coupling `a`.
-/
theorem critical_energy_error (ha : 0 < a) (h : |t₀| < 1) :
    Tendsto (fun n : ℕ => (n : ℝ) * (ringEnergy a (ringIter a a t₀ n) - ringEnergy a (-1)))
      atTop (𝓝 a) := by
  have h1 := (critical_algebraic_convergence ha h).const_mul (a / 2)
  rw [show a / 2 * 2 = a by ring] at h1
  refine h1.congr (fun n => ?_)
  unfold ringEnergy
  ring
```

The energy limit is the amplitude limit multiplied by $a/2$.

## Which starting amplitudes reach −1

```lean
/-- At critical coupling the iteration converges to `-1` exactly when the starting amplitude
has modulus at most one. -/
theorem critical_basin (ha : 0 < a) (t₀ : ℝ) :
    Tendsto (ringIter a a t₀) atTop (𝓝 (-1)) ↔ |t₀| ≤ 1 := by
  have e : 1 + ringIter a a t₀ 1 = (1 + t₀) - (1 + t₀) ^ 2 / 2 :=
    critical_error_step ha t₀ 0
  constructor
  · intro h
    by_contra hlt
    have hgt : 1 < |t₀| := not_le.mp hlt
    have hsq : 1 < t₀ ^ 2 := by
      rw [← sq_abs]
      nlinarith
    -- the first iterate lies below -1 and the sequence never rises again
    have hle (n : ℕ) : ringIter a a t₀ (n + 1) ≤ ringIter a a t₀ 1 := by
      induction n with
      | zero => exact le_refl _
      | succ n ih =>
        have s := critical_error_step ha t₀ (n + 1)
        linarith [sq_nonneg (1 + ringIter a a t₀ (n + 1))]
    have hlim := le_of_tendsto' ((tendsto_add_atTop_iff_nat 1).2 h) hle
    nlinarith
  · intro h
    rcases h.lt_or_eq with h | h
    · have h1 := (critical_error_tendsto_zero ha h).sub_const 1
      rw [zero_sub] at h1
      exact h1.congr (fun n => by ring)
    · -- on the boundary the first update lands on -1
      have hsq : t₀ ^ 2 = 1 := by
        rw [← sq_abs, h]
        norm_num
      have hc (n : ℕ) : ringIter a a t₀ (n + 1) = -1 := by
        induction n with
        | zero =>
          change ringIter a a t₀ 1 = -1
          nlinarith
        | succ n ih =>
          have s := critical_error_step ha t₀ (n + 1)
          rw [ih] at s
          linarith
      exact (tendsto_add_atTop_iff_nat 1).1
        (tendsto_const_nhds.congr (fun n => (hc n).symm))

end

end CriticalRingCCD
```

The equivalence covers every real start. For $|t_0|>1$, `hle` bounds all later iterates by $t_1$, so a limit of $-1$ would contradict $t_1<-1$. For $|t_0|=1$, `hc` shows that every iterate after the start equals $-1$; the limit 2 for $n(1+t_n)$ therefore needs the strict inequality.

```lean
#print axioms CriticalRingCCD.critical_error_tendsto_zero
#print axioms CriticalRingCCD.critical_from_zero
#print axioms CriticalRingCCD.critical_energy_error
#print axioms CriticalRingCCD.critical_basin
```

```
'CriticalRingCCD.critical_error_tendsto_zero' depends on axioms: [propext, Classical.choice, Quot.sound]
'CriticalRingCCD.critical_from_zero' depends on axioms: [propext, Classical.choice, Quot.sound]
'CriticalRingCCD.critical_energy_error' depends on axioms: [propext, Classical.choice, Quot.sound]
'CriticalRingCCD.critical_basin' depends on axioms: [propext, Classical.choice, Quot.sound]
```
